# Mixed and extrapolated dipoles of a harmonic oscillator in a field, for a Gaussian trial function

In a finite-field diffusion Monte Carlo calculation, the sampled dipole can be corrected by doubling it and subtracting the variational dipole, before the slope in the field is taken as the polarizability. The parts below work out the error of this correction for a single particle in a one-dimensional harmonic well with a Gaussian trial function.

```lean
import Mathlib

open MeasureTheory

namespace OscillatorDipoleExtrapolation

noncomputable section
```

## The oscillator, the trial function and four dipoles

The particle has unit mass, frequency and charge, with $\hbar=1$, so its dipole is its mean position. In a uniform field $F$ the Hamiltonian is
$$H_F=-\tfrac12\frac{d^2}{dx^2}+\tfrac12x^2-Fx .$$

```lean
/-- The unit oscillator in a uniform field `F`, acting on a wave function `ψ`:
`-ψ''/2 + (x²/2 - F x) ψ`. -/
def hamiltonian (F : ℝ) (ψ : ℝ → ℝ) (x : ℝ) : ℝ :=
  -(1 / 2) * deriv (deriv ψ) x + (x ^ 2 / 2 - F * x) * ψ x
```

The state in the field is $\psi_F(x)=e^{-(x-F)^2/2}$, written without its normalising factor $\pi^{-1/4}$.

```lean
/-- The unnormalised ground state of the oscillator in the field `F`. -/
def groundState (F x : ℝ) : ℝ := Real.exp (-(x - F) ^ 2 / 2)
```

The trial function is $\varphi(x)=e^{-a(x-c)^2}$, with exponent $a$ and centre $c$. For $a>0$ its normalising factor is $(2a/\pi)^{1/4}$. A trial function that ignores the field has $c=0$.

```lean
/-- A Gaussian trial function of exponent `a` centred at `c`; the field-free trial has `c = 0`. -/
def trial (a c x : ℝ) : ℝ := Real.exp (-a * (x - c) ^ 2)
```

A weight $w$ has the mean position $\int x\,w\,dx\,/\int w\,dx$, in which normalising factors cancel.

```lean
/-- The mean position for an unnormalised weight `w`, meant for integrable `w` with nonzero
integral and integrable first moment. -/
def meanPosition (w : ℝ → ℝ) : ℝ := (∫ x, x * w x) / ∫ x, w x
```

The true dipole $D(F)$ uses the weight $\psi_F^2$.

```lean
/-- The true dipole: the mean position in the density `ψ²` of the ground state. -/
def pureDipole (F : ℝ) : ℝ := meanPosition fun x => groundState F x ^ 2
```

The variational dipole $D_{\rm var}$ uses $\varphi^2$.

```lean
/-- The variational dipole: the mean position in the squared trial function, for `a > 0`. -/
def variationalDipole (a c : ℝ) : ℝ := meanPosition fun x => trial a c x ^ 2
```

The mixed dipole $D_{\rm mix}(F)$ uses $\varphi\,\psi_F$, the distribution that importance-sampled diffusion Monte Carlo reaches in the limit of long projection and zero time step. Here it is an exact integral: statistical noise, time-step error and population bias do not enter.

```lean
/-- The mixed dipole of diffusion Monte Carlo: the mean position in the product of trial function
and ground state, for `a > -1/2`. -/
def mixedDipole (a c F : ℝ) : ℝ := meanPosition fun x => trial a c x * groundState F x
```

The extrapolated dipole is $D_{\rm ext}(F)=2D_{\rm mix}(F)-D_{\rm var}$.

```lean
/-- The extrapolated dipole: twice the mixed value minus the variational one, for `a > 0`. -/
def extrapolatedDipole (a c F : ℝ) : ℝ := 2 * mixedDipole a c F - variationalDipole a c
```

The theorems on the last three dipoles assume $a>0$, which makes the trial function normalisable.

## (a) The displaced Gaussian as an eigenfunction

Show that, at every $x$ and for every real $F$,
$$H_F\psi_F=\left(\tfrac12-\tfrac12F^2\right)\psi_F .$$

The first derivative is $\psi_F'=-(x-F)\psi_F$, and the product rule gives $\psi_F''=\left((x-F)^2-1\right)\psi_F$. Therefore
$$H_F\psi_F=\left[\tfrac12-\tfrac12(x^2-2Fx+F^2)+\tfrac12x^2-Fx\right]\psi_F ,$$
and the terms in $x$ cancel.

In the code, `h1` is the first derivative at every point, `h2` is the second, and `ring` does the cancellation. The theorem establishes an eigenfunction. That it is the lowest one is the familiar fact about the oscillator, since $\tfrac12x^2-Fx=\tfrac12(x-F)^2-\tfrac12F^2$ is the same well, shifted.

```lean
/-- The displaced Gaussian solves the Schrödinger equation in the field `F`, with energy
`1/2 - F²/2`. -/
theorem hamiltonian_groundState (F x : ℝ) :
    hamiltonian F (groundState F) x = (1 / 2 - F ^ 2 / 2) * groundState F x := by
  have h1 : ∀ y, HasDerivAt (groundState F) (-(y - F) * groundState F y) y := by
    intro y
    have hq : HasDerivAt (fun z : ℝ => -(z - F) ^ 2 / 2) (-(y - F)) y :=
      ((((hasDerivAt_id' y).sub_const F).fun_pow 2).fun_neg.div_const 2).congr_deriv (by
        simp only [Nat.cast_ofNat, Nat.reduceSub, pow_one]
        ring)
    exact hq.exp.congr_deriv (by unfold groundState; ring)
  have hd : deriv (groundState F) = fun y => -(y - F) * groundState F y :=
    funext fun y => (h1 y).deriv
  have h2 : HasDerivAt (fun y => -(y - F) * groundState F y)
      (((x - F) ^ 2 - 1) * groundState F x) x :=
    (((hasDerivAt_id' x).sub_const F).fun_neg.fun_mul (h1 x)).congr_deriv (by ring)
  unfold hamiltonian
  rw [hd, h2.deriv]
  ring
```

## (b) The mean of a Gaussian weight

Let $b>0$, $K\neq0$ and $m$ be real. Show that the weight $w(x)=K e^{-b(x-m)^2}$ satisfies
$$\frac{\int x\,w(x)\,dx}{\int w(x)\,dx}=m .$$

Substitute $y=x-m$. The numerator becomes
$$K\int y\,e^{-by^2}dy+mK\int e^{-by^2}dy .$$
The first integrand is odd, so its integral vanishes. The denominator is $K\int e^{-by^2}dy=K\sqrt{\pi/b}$, which is not zero, and the ratio is $m$.

The proof uses the same steps, but treats the centred integrals before shifting the origin. `h0` obtains the vanishing integral by reflecting $y\to-y$, and `hpos` shows that the Gaussian integral is positive. `hnum` and `hden` shift the origin with `integral_sub_right_eq_self`. Splitting the numerator with `integral_add` requires both parts to be integrable, which $b>0$ supplies.

```lean
/-- A Gaussian weight of positive exponent and nonzero prefactor has its mean position at its
centre. -/
theorem meanPosition_gaussian {b K : ℝ} (m : ℝ) (hb : 0 < b) (hK : K ≠ 0) :
    meanPosition (fun x => K * Real.exp (-b * (x - m) ^ 2)) = m := by
  -- the first moment of a centred Gaussian vanishes by parity
  have h0 : ∫ y : ℝ, y * Real.exp (-b * y ^ 2) = 0 := by
    have h : ∫ y : ℝ, (-y) * Real.exp (-b * (-y) ^ 2) = ∫ y : ℝ, y * Real.exp (-b * y ^ 2) :=
      integral_neg_eq_self (fun y : ℝ => y * Real.exp (-b * y ^ 2)) volume
    have h' : ∫ y : ℝ, (-y) * Real.exp (-b * (-y) ^ 2)
        = -∫ y : ℝ, y * Real.exp (-b * y ^ 2) := by
      rw [← integral_neg]
      congr 1
      ext y
      rw [neg_sq]
      ring
    linarith
  have hpos : 0 < ∫ y : ℝ, Real.exp (-b * y ^ 2) := by
    rw [integral_gaussian]
    positivity
  -- shift the origin to the centre of the weight
  have hnum : ∫ x : ℝ, x * (K * Real.exp (-b * (x - m) ^ 2))
      = m * (K * ∫ y : ℝ, Real.exp (-b * y ^ 2)) := by
    have t : ∫ x : ℝ, ((x - m) + m) * (K * Real.exp (-b * (x - m) ^ 2))
        = ∫ y : ℝ, (y + m) * (K * Real.exp (-b * y ^ 2)) :=
      integral_sub_right_eq_self (fun y : ℝ => (y + m) * (K * Real.exp (-b * y ^ 2))) m
    simp only [sub_add_cancel] at t
    have s : ∫ y : ℝ, (y + m) * (K * Real.exp (-b * y ^ 2))
        = ∫ y : ℝ, (K * (y * Real.exp (-b * y ^ 2)) + (m * K) * Real.exp (-b * y ^ 2)) := by
      congr 1
      ext y
      ring
    rw [t, s, integral_add ((integrable_mul_exp_neg_mul_sq hb).const_mul K)
      ((integrable_exp_neg_mul_sq hb).const_mul (m * K)), integral_const_mul,
      integral_const_mul, h0]
    ring
  have hden : ∫ x : ℝ, K * Real.exp (-b * (x - m) ^ 2)
      = K * ∫ y : ℝ, Real.exp (-b * y ^ 2) := by
    rw [integral_const_mul]
    congr 1
    exact integral_sub_right_eq_self (fun y : ℝ => Real.exp (-b * y ^ 2)) m
  unfold meanPosition
  rw [hnum, hden]
  exact mul_div_cancel_right₀ m (mul_ne_zero hK hpos.ne')
```

## (c) The true dipole

Show that
$$D(F)=F .$$

The squared state is $\psi_F^2=e^{-(x-F)^2}$, a Gaussian weight with $b=1$, $K=1$ and $m=F$, so part (b) gives the answer. The code rewrites the square as a single exponential in `h` and then applies `meanPosition_gaussian`.

```lean
/-- The true dipole of the unit oscillator equals the field. -/
theorem pureDipole_eq (F : ℝ) : pureDipole F = F := by
  have h : (fun x => groundState F x ^ 2)
      = fun x => 1 * Real.exp (-1 * (x - F) ^ 2) := by
    funext x
    rw [groundState, sq, ← Real.exp_add, one_mul]
    congr 1
    ring
  rw [pureDipole, h]
  exact meanPosition_gaussian F one_pos one_ne_zero
```

## (d) The variational dipole

For $a>0$, show that
$$D_{\rm var}=c .$$

Here $\varphi^2=e^{-2a(x-c)^2}$, so part (b) applies with $b=2a$, $K=1$ and $m=c$. The field does not appear, because the trial parameters are fixed numbers and are not reoptimised. The Lean proof is that of part (c) with the new exponent.

```lean
/-- For `a > 0` the variational dipole is the centre of the trial function. -/
theorem variationalDipole_eq {a : ℝ} (c : ℝ) (ha : 0 < a) : variationalDipole a c = c := by
  have h : (fun x => trial a c x ^ 2)
      = fun x => 1 * Real.exp (-(2 * a) * (x - c) ^ 2) := by
    funext x
    rw [trial, sq, ← Real.exp_add, one_mul]
    congr 1
    ring
  rw [variationalDipole, h]
  exact meanPosition_gaussian c (by positivity) one_ne_zero
```

## (e) The mixed dipole

For $a>0$, show that
$$D_{\rm mix}(F)=\frac{F+2ac}{1+2a} .$$

Add the exponents of $\varphi$ and $\psi_F$:
$$-a(x-c)^2-\tfrac12(x-F)^2=-\left(a+\tfrac12\right)x^2+(F+2ac)x-ac^2-\tfrac12F^2 .$$
With $\mu=(F+2ac)/(1+2a)$, completing the square turns this into
$$-\left(a+\tfrac12\right)(x-\mu)^2-\frac{a}{1+2a}(c-F)^2 .$$
The last term does not depend on $x$, so it only contributes a positive prefactor $K$. Part (b) with $b=a+\tfrac12$ gives the mean $\mu$, an average of $F$ and $c$ with weights $1$ and $2a$.

The completed square is the equation `h`, which `field_simp` and `ring` verify after the exponentials have been merged.

```lean
/-- For `a > 0` the mixed dipole is the average of the field `F` and the trial centre `c` with
weights `1` and `2a`. -/
theorem mixedDipole_eq {a : ℝ} (c F : ℝ) (ha : 0 < a) :
    mixedDipole a c F = (F + 2 * a * c) / (1 + 2 * a) := by
  have hne : 1 + 2 * a ≠ 0 := by positivity
  -- complete the square in the product of the two Gaussians
  have h : (fun x => trial a c x * groundState F x)
      = fun x => Real.exp (-(a / (1 + 2 * a)) * (c - F) ^ 2)
        * Real.exp (-(a + 1 / 2) * (x - (F + 2 * a * c) / (1 + 2 * a)) ^ 2) := by
    funext x
    rw [trial, groundState, ← Real.exp_add, ← Real.exp_add]
    congr 1
    field_simp
    ring
  rw [mixedDipole, h]
  exact meanPosition_gaussian _ (by positivity) (Real.exp_ne_zero _)
```

## (f) The error of the extrapolated dipole

For $a>0$, show that
$$D_{\rm ext}(F)-D(F)=\frac{(1-2a)(F-c)}{1+2a} .$$

Insert the results of parts (c), (d) and (e) and use a common denominator:
$$\frac{2(F+2ac)}{1+2a}-c-F=\frac{2F+4ac-(1+2a)(c+F)}{1+2a}=\frac{F+2ac-c-2aF}{1+2a} .$$
The last numerator factorises as $(1-2a)(F-c)$. One factor measures the error in the trial width and the other the error in the trial centre, so the extrapolation error is of second order when both are small.

The code inserts the three dipoles with `rw`, multiplies by $1+2a$ through `eq_div_iff`, and closes the remaining identity with `linear_combination`.

```lean
/-- For `a > 0` the extrapolated dipole minus the true one is `(1 - 2a)(F - c)/(1 + 2a)`. -/
theorem extrapolation_error {a : ℝ} (c F : ℝ) (ha : 0 < a) :
    extrapolatedDipole a c F - pureDipole F = (1 - 2 * a) * (F - c) / (1 + 2 * a) := by
  have hne : 1 + 2 * a ≠ 0 := by positivity
  rw [extrapolatedDipole, mixedDipole_eq c F ha, variationalDipole_eq c ha, pureDipole_eq,
    eq_div_iff hne]
  linear_combination 2 * div_mul_cancel₀ (F + 2 * a * c) hne
```

## (g) The condition for exact extrapolation

For $a>0$, show that
$$D_{\rm ext}(F)=D(F)\quad\Longleftrightarrow\quad a=\tfrac12\ \text{ or }\ c=F .$$

The two dipoles agree when the error in part (f) is zero. Its denominator is positive, so one of the factors $1-2a$ and $F-c$ must vanish. Conversely, if either vanishes, so does the error. A trial function of the right width may therefore sit at the wrong centre, and one at the right centre may have the wrong width.

In Lean, `div_eq_zero_iff` and `mul_eq_zero` produce the cases. The additional case $1+2a=0$ contradicts $a>0$.

```lean
/-- For `a > 0` extrapolation gives the true dipole exactly when the trial function has the right
width, `a = 1/2`, or the right centre, `c = F`. -/
theorem extrapolation_exact_iff {a : ℝ} (c F : ℝ) (ha : 0 < a) :
    extrapolatedDipole a c F = pureDipole F ↔ a = 1 / 2 ∨ c = F := by
  rw [← sub_eq_zero, extrapolation_error c F ha, div_eq_zero_iff, mul_eq_zero]
  constructor
  · rintro ((h | h) | h)
    · left; linarith
    · right; linarith
    · exfalso; linarith
  · rintro (h | h)
    · left; left; linarith
    · left; right; linarith
```

## (h) The polarizabilities for a fixed trial function

For $a>0$, with $a$ and $c$ held fixed while the field varies, show that at every $F$
$$\frac{dD_{\rm mix}}{dF}=\frac1{1+2a},\qquad \frac{dD_{\rm ext}}{dF}=\frac2{1+2a} .$$

By part (e), $D_{\rm mix}$ is linear in $F$ with slope $1/(1+2a)$. Extrapolation doubles this slope, and $D_{\rm var}$ is constant in $F$, so it contributes nothing.

`HasDerivAt f d F` says that `f` is differentiable at `F` with derivative `d`. The step `e` replaces the mixed dipole by its formula as a function of the field, and the rules for sums and constant factors do the rest.

```lean
/-- For a trial function with `a > 0` that does not follow the field, the mixed polarizability is
`1/(1+2a)` and the extrapolated one `2/(1+2a)`, at every field. -/
theorem polarizabilities {a : ℝ} (c F : ℝ) (ha : 0 < a) :
    HasDerivAt (mixedDipole a c) (1 / (1 + 2 * a)) F ∧
      HasDerivAt (extrapolatedDipole a c) (2 / (1 + 2 * a)) F := by
  have h : HasDerivAt (mixedDipole a c) (1 / (1 + 2 * a)) F := by
    have e : mixedDipole a c = fun G => (G + 2 * a * c) / (1 + 2 * a) :=
      funext fun G => mixedDipole_eq c G ha
    rw [e]
    exact ((hasDerivAt_id' F).add_const (2 * a * c)).div_const (1 + 2 * a)
  exact ⟨h, ((h.const_mul 2).sub_const (variationalDipole a c)).congr_deriv (by ring)⟩
```

## (i) A trial function that ignores the field

Take $c=0$ and $a>0$. Show that
$$D_{\rm mix}(F)=\frac{F}{1+2a},\qquad D_{\rm ext}(F)=\frac{2F}{1+2a} .$$

The first equation is part (e) at $c=0$. By part (d) the variational dipole is then zero, so the extrapolated dipole is twice the mixed one. The code does these two substitutions.

```lean
/-- With the field-free trial `exp(-a x²)`, `a > 0`, the mixed dipole is `F/(1+2a)` and the
extrapolated one `2F/(1+2a)`. -/
theorem fieldFree_dipoles {a : ℝ} (F : ℝ) (ha : 0 < a) :
    mixedDipole a 0 F = F / (1 + 2 * a) ∧
      extrapolatedDipole a 0 F = 2 * F / (1 + 2 * a) := by
  have h : mixedDipole a 0 F = F / (1 + 2 * a) := by
    rw [mixedDipole_eq 0 F ha, mul_zero, add_zero]
  refine ⟨h, ?_⟩
  rw [extrapolatedDipole, h, variationalDipole_eq 0 ha]
  ring
```

## (j) The exact field-free state as trial function

Take $c=0$ and $a=\tfrac12$, so that $\varphi=\psi_0$. Show that at every field
$$\frac{dD_{\rm mix}}{dF}=\frac12,\qquad \frac{dD}{dF}=1,\qquad D_{\rm ext}(F)=D(F) .$$

Part (h) gives $1/(1+1)=\tfrac12$ for the first slope, and part (c) gives $1$ for the second. The third equation is part (g) with $a=\tfrac12$. In this harmonic model the mixed estimate thus loses half of the response even though the trial function is exact without the field, and extrapolation restores all of it.

The Lean proof assembles the same three parts: `polarizabilities`, `pureDipole_eq` and `extrapolation_exact_iff`.

```lean
/-- With the exact field-free ground state as trial, `a = 1/2`, the mixed polarizability is `1/2`
and the true one is `1`, while the extrapolated dipole is exact in every field. -/
theorem exact_fieldFree_trial (F : ℝ) :
    HasDerivAt (mixedDipole (1 / 2) 0) (1 / 2) F ∧ HasDerivAt pureDipole 1 F ∧
      extrapolatedDipole (1 / 2) 0 F = pureDipole F := by
  refine ⟨(polarizabilities 0 F (by norm_num)).1.congr_deriv (by norm_num), ?_,
    (extrapolation_exact_iff 0 F (by norm_num)).2 (Or.inl rfl)⟩
  have e : pureDipole = fun G => G := funext pureDipole_eq
  rw [e]
  exact hasDerivAt_id' F

end

end OscillatorDipoleExtrapolation
```

```lean
#print axioms OscillatorDipoleExtrapolation.hamiltonian_groundState
#print axioms OscillatorDipoleExtrapolation.fieldFree_dipoles
#print axioms OscillatorDipoleExtrapolation.exact_fieldFree_trial
```

```
'OscillatorDipoleExtrapolation.hamiltonian_groundState' depends on axioms: [propext, Classical.choice, Quot.sound]
'OscillatorDipoleExtrapolation.fieldFree_dipoles' depends on axioms: [propext, Classical.choice, Quot.sound]
'OscillatorDipoleExtrapolation.exact_fieldFree_trial' depends on axioms: [propext, Classical.choice, Quot.sound]
```

## A well of another frequency

The same argument can be carried through by hand, without a Lean proof here, for the potential $\tfrac12\omega^2x^2-Fx$ with $\omega>0$. The ground state is then $e^{-\omega(x-d)^2/2}$ with $d=F/\omega^2$, and the mixed dipole averages $d$ and $c$ with weights $\omega$ and $2a$. The extrapolation error becomes
$$\frac{(\omega-2a)(d-c)}{\omega+2a},$$
which vanishes when $a=\omega/2$ or $c=d$.
